# A wave matched at a potential step stays bounded exactly when its growing amplitude vanishes

A particle of mass $m$ and energy $E > 0$ moves in one dimension towards a step at $x = 0$, where the potential jumps from $0$ to a constant $V_0 > E$. On the left the real stationary wave oscillates as $\sin(qx + \theta)$, with wavenumber $q = \sqrt{2mE}/\hbar$ and phase $\theta$ at the step. On the right it obeys $y'' = k^2 y$, with decay rate $k = \sqrt{2m(V_0 - E)}/\hbar$. For a finite jump and the same mass on both sides, value and slope are continuous, so $y(0) = \sin\theta$ and $y'(0) = q\cos\theta$. The question is which phases $\theta$ give a wave that stays bounded under the barrier, and how strongly it grows when the phase is off.

## The equation and its two exponentials

In Lean 4 with Mathlib:

```lean
import Mathlib

open Real Set Filter Topology

namespace StepBarrierMatching

noncomputable section
```

These lines load Mathlib's analysis and allow the short names `sin`, `exp` and `π`.

```lean
/-- `y` with slope `v` solves `y'' = k² y` on the forbidden half-line `x ≥ 0`
(derivatives are one-sided at the step `x = 0`). -/
def IsBarrierSolution (k : ℝ) (y v : ℝ → ℝ) : Prop :=
  ∀ x, 0 ≤ x →
    HasDerivWithinAt y (v x) (Ici 0) x ∧ HasDerivWithinAt v (k ^ 2 * y x) (Ici 0) x
```

The second-order equation is written as a first-order pair. The function `y` is the wave and `v` is its slope: for every $x \ge 0$, $y'(x) = v(x)$ and $v'(x) = k^2 y(x)$. `Ici 0` is the half-line $[0, \infty)$, and `HasDerivWithinAt y (v x) (Ici 0) x` says that the difference quotient of $y$ at $x$ tends to $v(x)$ along points of that half-line. For $x > 0$ this is the ordinary derivative; at $x = 0$ it is the derivative from the right. Both functions are real-valued, and nothing is required of them for $x < 0$. The allowed region enters only through the two matching values, which the theorems take as hypotheses `hy` and `hv`; the continuity argument behind them is assumed, not derived.

```lean
/-- Amplitude `A = (k sin θ + q cos θ)/(2k)` of the growing exponential. -/
def growthAmp (k q θ : ℝ) : ℝ := (k * sin θ + q * cos θ) / (2 * k)

/-- Amplitude `B = (k sin θ - q cos θ)/(2k)` of the decaying exponential. -/
def decayAmp (k q θ : ℝ) : ℝ := (k * sin θ - q * cos θ) / (2 * k)
```

These are the amplitudes
$$A(\theta) = \frac{k\sin\theta + q\cos\theta}{2k}, \qquad B(\theta) = \frac{k\sin\theta - q\cos\theta}{2k},$$
measured relative to an oscillating wave of unit amplitude. Both divide by $k$, and every theorem about them assumes $k \ne 0$ or $k > 0$.

```lean
/-- The wave `A exp(kx) + B exp(-kx)`. -/
def barrierWave (k q θ x : ℝ) : ℝ :=
  growthAmp k q θ * exp (k * x) + decayAmp k q θ * exp (-k * x)

/-- The slope `k (A exp(kx) - B exp(-kx))`. -/
def barrierSlope (k q θ x : ℝ) : ℝ :=
  k * (growthAmp k q θ * exp (k * x) - decayAmp k q θ * exp (-k * x))
```

`barrierWave` is $A e^{kx} + B e^{-kx}$, and `barrierSlope` is $k\,(A e^{kx} - B e^{-kx})$. At this point they are only formulas; that every matched solution has this form is proved next.

## A conserved combination fixes the solution

```lean
/-- A quantity with vanishing derivative on `x ≥ 0` keeps its value at the step. -/
theorem const_on_halfline {f : ℝ → ℝ}
    (hf : ∀ x, 0 ≤ x → HasDerivWithinAt f 0 (Ici 0) x) {x : ℝ} (hx : 0 ≤ x) : f x = f 0 :=
  constant_of_has_deriv_right_zero (a := 0) (b := x)
    (fun t ht => ((hf t ht.1).continuousWithinAt).mono Icc_subset_Ici_self)
    (fun t ht => (hf t ht.1).mono (Ici_subset_Ici.mpr ht.1)) x ⟨hx, le_rfl⟩
```

A theorem lists its hypotheses in brackets, states its conclusion after the colon that follows those brackets, and gives its proof after `:=`. Here, if $f' = 0$ on the half-line, then $f(x) = f(0)$ for every $x \ge 0$. The proof applies the Mathlib theorem `constant_of_has_deriv_right_zero` on the interval $[0, x]$, which needs continuity there and a vanishing right derivative. Both follow from the hypothesis `hf`.

```lean
/-- The derivative of `exp(cx)` is `exp(cx) c`. -/
theorem hasDerivAt_exp_rate (c t : ℝ) :
    HasDerivAt (fun x => exp (c * x)) (exp (c * t) * c) t :=
  (((hasDerivAt_id' t).const_mul c).exp).congr_deriv (by ring)
```

This is the chain rule for one exponential, $\frac{d}{dx} e^{cx} = c\,e^{cx}$ at $x = t$, for any real rate $c$.

```lean
/-- For `s² = k²` the combination `(s y + y') exp(-sx)` is conserved along a solution. -/
theorem conserved_combination {k s : ℝ} {y v : ℝ → ℝ} (h : IsBarrierSolution k y v)
    (hs : s ^ 2 = k ^ 2) {x : ℝ} (hx : 0 ≤ x) :
    (s * y x + v x) * exp (-s * x) = s * y 0 + v 0 := by
  have hd : ∀ t, 0 ≤ t →
      HasDerivWithinAt (fun x => (s * y x + v x) * exp (-s * x)) 0 (Ici 0) t := by
    intro t ht
    have h1 := (((h t ht).1.const_mul s).fun_add (h t ht).2).fun_mul
      (hasDerivAt_exp_rate (-s) t).hasDerivWithinAt
    -- the derivative is `(k² - s²) y exp(-st)`
    have e : (0 : ℝ) = (s * v t + k ^ 2 * y t) * exp (-s * t)
        + (s * y t + v t) * (exp (-s * t) * -s) := by
      linear_combination (y t * exp (-s * t)) * hs
    have key : ∀ D : ℝ, 0 = D →
        HasDerivWithinAt (fun x => (s * y x + v x) * exp (-s * x)) D (Ici 0) t →
        HasDerivWithinAt (fun x => (s * y x + v x) * exp (-s * x)) 0 (Ici 0) t := by
      intro D hD hh
      subst hD
      exact hh
    exact key _ e h1
  simpa using const_on_halfline hd hx
```

Let $s$ be a real number with $s^2 = k^2$. By the product rule and the equation of motion,
$$\frac{d}{dx}\big[(s y + v)e^{-sx}\big] = (s v + k^2 y)e^{-sx} - s(s y + v)e^{-sx} = (k^2 - s^2)\,y\,e^{-sx} = 0,$$
so $(s y(x) + v(x))e^{-sx} = s y(0) + v(0)$ for $x \ge 0$. In the proof `h1` is the product rule and `e` says that the resulting expression is zero. The tactic `linear_combination` verifies an equation by checking that it is a stated combination of known equations, here `hs` times $y e^{-st}$. The last line applies `const_on_halfline`.

```lean
/-- For `k ≠ 0`, a solution with `y(0) = sin θ`, `y'(0) = q cos θ` equals `A exp(kx) + B exp(-kx)`
on `x ≥ 0`. -/
theorem eq_barrierWave {k q θ : ℝ} {y v : ℝ → ℝ} (hk : k ≠ 0) (h : IsBarrierSolution k y v)
    (hy : y 0 = sin θ) (hv : v 0 = q * cos θ) {x : ℝ} (hx : 0 ≤ x) :
    y x = barrierWave k q θ x := by
  have h1 := conserved_combination (s := k) h rfl hx
  have h2 := conserved_combination (s := -k) h (by ring) hx
  rw [hy, hv] at h1 h2
  rw [neg_neg] at h2
  have hEF : exp (k * x) * exp (-k * x) = 1 := by
    rw [← exp_add]; simp
  -- eliminate the slope between the two conserved combinations
  have h3 : 2 * k * y x = (k * sin θ + q * cos θ) * exp (k * x)
      + (k * sin θ - q * cos θ) * exp (-k * x) := by
    linear_combination exp (k * x) * h1 - exp (-k * x) * h2 - (2 * k * y x) * hEF
  calc y x = (2 * k * y x) / (2 * k) := by field_simp
    _ = barrierWave k q θ x := by
      rw [h3]; unfold barrierWave growthAmp decayAmp; ring
```

For $k \neq 0$, any solution with the matching data equals the two-exponential wave on $x \ge 0$. Taking $s = k$ and $s = -k$ gives
$$(k y + v)e^{-kx} = k\sin\theta + q\cos\theta = 2kA, \qquad (-k y + v)e^{kx} = -k\sin\theta + q\cos\theta = -2kB,$$
which are `h1` and `h2`. Multiplying the first by $e^{kx}$, the second by $e^{-kx}$, and subtracting removes $v$:
$$2k\,y = 2kA\,e^{kx} + 2kB\,e^{-kx}.$$
This is `h3`, which uses $e^{kx}e^{-kx} = 1$ (`hEF`). The `calc` block divides by $2k$.

```lean
/-- For `k ≠ 0`, the wave `A exp(kx) + B exp(-kx)` with its slope solves the barrier equation and
has value `sin θ` and slope `q cos θ` at the step. -/
theorem barrierSolution_witness {k : ℝ} (hk : k ≠ 0) (q θ : ℝ) :
    IsBarrierSolution k (barrierWave k q θ) (barrierSlope k q θ) ∧
      barrierWave k q θ 0 = sin θ ∧ barrierSlope k q θ 0 = q * cos θ := by
  refine ⟨fun x _ => ?_, ?_, ?_⟩
  · have a := (hasDerivAt_exp_rate k x).const_mul (growthAmp k q θ)
    have b := (hasDerivAt_exp_rate (-k) x).const_mul (decayAmp k q θ)
    have h1 : HasDerivAt (barrierWave k q θ) (barrierSlope k q θ x) x :=
      (a.fun_add b).congr_deriv (by unfold barrierSlope; ring)
    have h2 : HasDerivAt (barrierSlope k q θ) (k ^ 2 * barrierWave k q θ x) x :=
      ((a.fun_sub b).const_mul k).congr_deriv (by unfold barrierWave; ring)
    exact ⟨h1.hasDerivWithinAt, h2.hasDerivWithinAt⟩
  · simp only [barrierWave, growthAmp, decayAmp, mul_zero, exp_zero, mul_one]
    field_simp
    ring
  · simp only [barrierSlope, growthAmp, decayAmp, mul_zero, exp_zero, mul_one]
    field_simp
    ring
```

Conversely, the wave is a solution with the right data, so a matched solution exists for every $k \ne 0$, $q$ and $\theta$. Differentiating $A e^{kx} + B e^{-kx}$ gives the slope (`h1`), and differentiating the slope gives $k^2$ times the wave (`h2`). At the step, $A + B = \sin\theta$ and $k(A - B) = q\cos\theta$, which `field_simp` and `ring` confirm after clearing the denominator $2k$.

## Growth and boundedness deep in the barrier

```lean
/-- For `k > 0` and a solution with `y(0) = sin θ`, `y'(0) = q cos θ`, the product `y(x) exp(-kx)`
tends to the growth amplitude `A` as `x → ∞`. -/
theorem tendsto_growthAmp {k q θ : ℝ} {y v : ℝ → ℝ} (hk : 0 < k) (h : IsBarrierSolution k y v)
    (hy : y 0 = sin θ) (hv : v 0 = q * cos θ) :
    Tendsto (fun x => y x * exp (-k * x)) atTop (𝓝 (growthAmp k q θ)) := by
  have he : Tendsto (fun x => exp (-k * x)) atTop (𝓝 0) :=
    tendsto_exp_atBot.comp
      (Tendsto.const_mul_atTop_of_neg (by linarith : -k < 0) tendsto_id)
  have h1 := ((he.mul he).const_mul (decayAmp k q θ)).const_add (growthAmp k q θ)
  rw [mul_zero, mul_zero, add_zero] at h1
  refine h1.congr' ?_
  filter_upwards [eventually_ge_atTop 0] with x hx
  have hEF : exp (k * x) * exp (-k * x) = 1 := by
    rw [← exp_add]; simp
  -- `y exp(-kx) = A + B exp(-2kx)`
  rw [eq_barrierWave hk.ne' h hy hv hx]
  unfold barrierWave
  linear_combination (-growthAmp k q θ) * hEF
```

From here on $k > 0$, which is the physical condition $E < V_0$ with the positive root chosen, so that $e^{kx}$ is the growing term. `Tendsto f atTop (𝓝 a)` reads $f(x) \to a$ as $x \to +\infty$, and the theorem says $y(x)e^{-kx} \to A$. Multiplying the explicit solution by $e^{-kx}$ gives
$$y(x)\,e^{-kx} = A + B\,e^{-2kx},$$
and the second term tends to zero. In the proof `he` is $e^{-kx} \to 0$ and `h1` is the limit of $A + B e^{-kx}e^{-kx}$. The formula for $y$ holds only for $x \ge 0$, and `filter_upwards [eventually_ge_atTop 0]` restricts attention to such $x$, which is enough for a limit at $+\infty$.

```lean
/-- For `k > 0`, a solution with `y(0) = sin θ`, `y'(0) = q cos θ` is bounded on `x ≥ 0` exactly
when the growth amplitude `A` vanishes. -/
theorem bounded_iff {k q θ : ℝ} {y v : ℝ → ℝ} (hk : 0 < k) (h : IsBarrierSolution k y v)
    (hy : y 0 = sin θ) (hv : v 0 = q * cos θ) :
    (∃ M, ∀ x, 0 ≤ x → |y x| ≤ M) ↔ growthAmp k q θ = 0 := by
  constructor
  · rintro ⟨M, hM⟩
    have he : Tendsto (fun x => exp (-k * x)) atTop (𝓝 0) :=
      tendsto_exp_atBot.comp
        (Tendsto.const_mul_atTop_of_neg (by linarith : -k < 0) tendsto_id)
    have hg := he.const_mul M
    rw [mul_zero] at hg
    -- a bounded `y` times `exp(-kx)` tends to zero
    have h0 : Tendsto (fun x => y x * exp (-k * x)) atTop (𝓝 0) := by
      refine squeeze_zero_norm' ?_ hg
      filter_upwards [eventually_ge_atTop 0] with x hx
      rw [Real.norm_eq_abs, abs_mul, abs_of_pos (exp_pos _)]
      exact mul_le_mul_of_nonneg_right (hM x hx) (exp_pos _).le
    exact tendsto_nhds_unique (tendsto_growthAmp hk h hy hv) h0
  · intro hA
    refine ⟨|decayAmp k q θ|, fun x hx => ?_⟩
    have hle : exp (-k * x) ≤ 1 := by
      rw [← exp_zero]
      exact exp_le_exp.mpr (by nlinarith [mul_nonneg hk.le hx])
    rw [eq_barrierWave hk.ne' h hy hv hx]
    unfold barrierWave
    rw [hA, zero_mul, zero_add, abs_mul, abs_of_pos (exp_pos _)]
    exact mul_le_of_le_one_right (abs_nonneg _) hle
```

The left side says that some number $M$ satisfies $|y(x)| \le M$ for all $x \ge 0$, and `↔` means "if and only if". `constructor` splits the two directions. If $|y| \le M$, then $|y e^{-kx}| \le M e^{-kx} \to 0$, which is the squeeze in `h0`; the same quantity tends to $A$, and `tendsto_nhds_unique` (limits are unique) gives $A = 0$. If $A = 0$, then $y = B e^{-kx}$, and $e^{-kx} \le 1$ on the half-line (`hle`) gives $|y| \le |B|$, so the proof supplies $M = |B|$. The criterion stated is boundedness; square integrability is not part of the theorem.

## Dependence on the phase

```lean
/-- For `k > 0`, shifting a phase with `A = 0` by `d` gives `|A| = √(k² + q²) |sin d| / (2k)`. -/
theorem abs_growthAmp_shift {k q θ₀ : ℝ} (hk : 0 < k) (h : growthAmp k q θ₀ = 0) (d : ℝ) :
    |growthAmp k q (θ₀ + d)| = √(k ^ 2 + q ^ 2) * |sin d| / (2 * k) := by
  have h2k : 0 < 2 * k := mul_pos two_pos hk
  unfold growthAmp at h ⊢
  have hz : k * sin θ₀ + q * cos θ₀ = 0 := (div_eq_zero_iff.mp h).resolve_right h2k.ne'
  have hnum : k * sin (θ₀ + d) + q * cos (θ₀ + d) = (k * cos θ₀ - q * sin θ₀) * sin d := by
    rw [sin_add, cos_add]
    linear_combination cos d * hz
  -- the rotated vector `(k, q)` lies along one axis
  have hsq : k ^ 2 + q ^ 2 = (k * cos θ₀ - q * sin θ₀) ^ 2 := by
    linear_combination (k * sin θ₀ + q * cos θ₀) * hz
      - (k ^ 2 + q ^ 2) * sin_sq_add_cos_sq θ₀
  rw [hnum, hsq, sqrt_sq_eq_abs, abs_div, abs_mul, abs_of_pos h2k]
```

Suppose $A(\theta_0) = 0$, that is $k\sin\theta_0 + q\cos\theta_0 = 0$ (`hz`), and shift the phase by any real $d$. The addition formulas give
$$k\sin(\theta_0 + d) + q\cos(\theta_0 + d) = (k\sin\theta_0 + q\cos\theta_0)\cos d + (k\cos\theta_0 - q\sin\theta_0)\sin d,$$
and the first term vanishes (`hnum`). Expanding the squares shows
$$(k\cos\theta_0 - q\sin\theta_0)^2 + (k\sin\theta_0 + q\cos\theta_0)^2 = k^2 + q^2,$$
so the surviving bracket has square $k^2 + q^2$ (`hsq`). Taking absolute values and dividing by $2k$,
$$|A(\theta_0 + d)| = \frac{\sqrt{k^2 + q^2}\;|\sin d|}{2k}.$$
The formula is exact in $d$ and fixes the size of $A$, not its sign.

```lean
/-- For `k > 0`, the growth amplitude vanishes exactly when `θ + arctan(q/k)` is an integer multiple
of `π`. -/
theorem growthAmp_eq_zero_iff {k : ℝ} (hk : 0 < k) (q θ : ℝ) :
    growthAmp k q θ = 0 ↔ ∃ n : ℤ, n * π = θ + arctan (q / k) := by
  have hs : sin (arctan (q / k)) = q / k * cos (arctan (q / k)) := by
    rw [← tan_mul_cos (cos_arctan_pos (q / k)).ne', tan_arctan]
  have hq : k * (q / k) = q := by field_simp
  have h0 : growthAmp k q (-arctan (q / k)) = 0 := by
    unfold growthAmp
    rw [sin_neg, cos_neg, hs, div_eq_zero_iff]
    left
    linear_combination (-cos (arctan (q / k))) * hq
  have h1 := abs_growthAmp_shift hk h0 (θ + arctan (q / k))
  rw [show -arctan (q / k) + (θ + arctan (q / k)) = θ by ring] at h1
  have hr : √(k ^ 2 + q ^ 2) ≠ 0 := (sqrt_pos.mpr (by positivity)).ne'
  have h2k : 2 * k ≠ 0 := (mul_pos two_pos hk).ne'
  rw [← sin_eq_zero_iff, ← abs_eq_zero, h1, div_eq_zero_iff, or_iff_left h2k, mul_eq_zero,
    or_iff_right hr, abs_eq_zero]
```

Let $\varphi = \arctan(q/k)$. Since $\cos\varphi > 0$, one has $\sin\varphi = (q/k)\cos\varphi$ (`hs`), and therefore
$$k\sin(-\varphi) + q\cos(-\varphi) = -q\cos\varphi + q\cos\varphi = 0,$$
so $-\varphi$ is a zero of $A$ (`h0`). The shift formula with $\theta_0 = -\varphi$ and $d = \theta + \varphi$ gives $|A(\theta)| = \sqrt{k^2+q^2}\,|\sin(\theta + \varphi)|/(2k)$ (`h1`). The root is nonzero because $k > 0$ (`hr`), so $A(\theta) = 0$ exactly when $\sin(\theta + \varphi) = 0$, that is when $\theta + \varphi = n\pi$. The type `ℤ` lets $n$ be positive, negative or zero.

```lean
/-- For `k > 0` and a barrier solution with `y(0) = sin θ`, `y'(0) = q cos θ`: `y exp(-kx) → A` as
`x → ∞`; `y` is bounded on `x ≥ 0` iff `A = 0`, and iff `θ + arctan(q/k) ∈ πℤ`; if `θ` is a zero-`A`
phase shifted by `d`, then `|A| = √(k² + q²) |sin d| / (2k)`. -/
theorem step_matching {k q θ : ℝ} {y v : ℝ → ℝ} (hk : 0 < k) (h : IsBarrierSolution k y v)
    (hy : y 0 = sin θ) (hv : v 0 = q * cos θ) :
    Tendsto (fun x => y x * exp (-k * x)) atTop (𝓝 (growthAmp k q θ)) ∧
      ((∃ M, ∀ x, 0 ≤ x → |y x| ≤ M) ↔ growthAmp k q θ = 0) ∧
      ((∃ M, ∀ x, 0 ≤ x → |y x| ≤ M) ↔ ∃ n : ℤ, n * π = θ + arctan (q / k)) ∧
      ∀ θ₀ d, growthAmp k q θ₀ = 0 → θ = θ₀ + d →
        |growthAmp k q θ| = √(k ^ 2 + q ^ 2) * |sin d| / (2 * k) :=
  ⟨tendsto_growthAmp hk h hy hv, bounded_iff hk h hy hv,
    (bounded_iff hk h hy hv).trans (growthAmp_eq_zero_iff hk q θ),
    fun θ₀ d h0 hθ => by rw [hθ]; exact abs_growthAmp_shift hk h0 d⟩

end

end StepBarrierMatching
```

The final theorem collects four statements, joined by `∧`, for $k > 0$, real $q$ and $\theta$, and any pair $y, v$ solving the equation with $y(0) = \sin\theta$ and $v(0) = q\cos\theta$. First, $y e^{-kx} \to A$. Second, $y$ is bounded on $[0,\infty)$ if and only if $A = 0$. Third, $y$ is bounded if and only if $\theta + \arctan(q/k) = n\pi$ for some integer $n$; this chains `bounded_iff` with `growthAmp_eq_zero_iff`. Fourth, whenever $\theta = \theta_0 + d$ with $A(\theta_0) = 0$, the shift formula gives $|A(\theta)|$. The physical case $q > 0$ is included, and no sign condition on $q$ is used. The numbers $k$, $q$ and $\theta$ are independent parameters, with no energy tying them together.

```lean
#print axioms StepBarrierMatching.bounded_iff
-- 'StepBarrierMatching.bounded_iff' depends on axioms: [propext, Classical.choice, Quot.sound]
#print axioms StepBarrierMatching.step_matching
-- 'StepBarrierMatching.step_matching' depends on axioms: [propext, Classical.choice, Quot.sound]
```

## A well closed by a wall, and the case $k = 3$, $q = 4$

What follows applies the theorems by ordinary algebra and has not itself been formalised. For a single particle in a flat one-dimensional well, with a hard wall at $x = -L$ and this abrupt step at $x = 0$, the interior wave is $\sin q(x + L)$, so $\theta = qL$ and the third statement becomes $qL = n\pi - \arctan(q/k)$. This has the shape of a WKB quantization rule, accumulated phase equal to $n\pi$ minus a boundary phase, but it comes from exact matching at a discontinuity; slowly varying potentials and their connection formulas lie outside this model. At fixed $k$ and $q$, so at one energy, the shift formula gives the size of the growing amplitude when the phase at the step is off by $d$ from a zero of $A$. A change of energy in the same well also changes $k$, $q$ and the zeros of $A$.

Take $k = 3$ and $q = 4$, so $\sqrt{k^2 + q^2} = 5$ and $\varphi = \arctan(4/3) \approx 0.927$, with $\sin\varphi = 4/5$ and $\cos\varphi = 3/5$. At $\theta_0 = -\varphi$,
$$A = \frac{-12/5 + 12/5}{6} = 0, \qquad B = \frac{-12/5 - 12/5}{6} = -\frac45,$$
so $y = -\tfrac45 e^{-3x}$, bounded by $4/5$. At $\theta = 0$ the definitions give $A = 2/3$ and $B = -2/3$, so $y = \tfrac43\sinh 3x$, which is unbounded. Here $d = \varphi$, and the shift formula gives $5 \cdot \tfrac45 / 6 = 2/3$, in agreement. For a small error $d = 0.01$ one finds $|A| \approx 0.0083$ and $|B| \approx 0.80$; the two terms are equal in size where $e^{6x} = |B|/|A| \approx 96$, at $x \approx 0.76$, and beyond that point the growing term dominates.
